# Dirac's operator K commutes with H = r1 s·p + m r3 + V when V commutes with L, s and r3, and K² = J² + 1/4

To solve the Dirac equation for one electron in a central potential, one fixes an eigenvalue $\kappa$ of $K$ and solves two coupled radial equations for that $\kappa$. This step relies on $K$ commuting with the Hamiltonian. Here that is derived from the commutation and multiplication rules alone, for one particle and for potentials $V$ that commute with the orbital angular momentum $L$, the spin elements $s$ and the involution $r_3$.

## Vectors of operators

Observables are elements of a ring `A`, whose product need not commute. A vector is a function on `Fin 3`, so its components are numbered 0, 1, 2.

In Lean 4 with Mathlib:

```lean
import Mathlib

open Complex (I)
open scoped TensorProduct

namespace DiracSpinOrbit

noncomputable section

variable {A : Type*} [Ring A]
```

The scalar product is $a\cdot b = a_0b_0+a_1b_1+a_2b_2$, with the factors kept in this order.

```lean
/-- The scalar product of two vectors of operators, in the order written. -/
def dot (a b : Fin 3 → A) : A := a 0 * b 0 + a 1 * b 1 + a 2 * b 2
```

The vector product keeps the order too: $(a\times b)_0 = a_1b_2-a_2b_1$, and cyclically. Hence $a\times a$ may be non-zero.

```lean
/-- The vector product of two vectors of operators, in the order written. -/
def cross (a b : Fin 3 → A) : Fin 3 → A
  | 0 => a 1 * b 2 - a 2 * b 1
  | 1 => a 2 * b 0 - a 0 * b 2
  | 2 => a 0 * b 1 - a 1 * b 0
```

## The assumed relations

From here on `A` is a complex algebra, and `•` multiplies an operator by a number. With $\hbar=1$, the components of $x$ commute among themselves, as do those of $p$, and $x_ip_j-p_jx_i=i\delta_{ij}$.

```lean
variable [Algebra ℂ A]

/-- Canonical position and momentum in three dimensions, with ħ = 1. -/
structure Canonical (x p : Fin 3 → A) : Prop where
  xx : ∀ i j, x i * x j = x j * x i
  pp : ∀ i j, p i * p j = p j * p i
  xp : ∀ i j, x i * p j - p j * x i = (if i = j then I else 0) • (1 : A)
```

The Pauli elements satisfy $s_i^2=1$ and $s_0s_1=is_2=-s_1s_0$, with the cyclic relations.

```lean
/-- The multiplication table of the three Pauli elements. -/
structure Pauli (s : Fin 3 → A) : Prop where
  sq : ∀ i, s i * s i = 1
  xy : s 0 * s 1 = I • s 2
  yz : s 1 * s 2 = I • s 0
  zx : s 2 * s 0 = I • s 1
  yx : s 1 * s 0 = (-I) • s 2
  zy : s 2 * s 1 = (-I) • s 0
  xz : s 0 * s 2 = (-I) • s 1
```

Two further elements satisfy $r_1^2=r_3^2=1$ and $r_1r_3=-r_3r_1$. They act on the upper and lower components of the Dirac spinor; in the usual notation $\alpha_i=r_1s_i$ and $\beta=r_3$. The three sets commute with one another.

```lean
/-- Canonical `x, p`, Pauli elements `s` and anticommuting involutions `r1, r3`,
the three sets commuting mutually. -/
structure DiracSystem (x p s : Fin 3 → A) (r1 r3 : A) : Prop where
  canonical : Canonical x p
  pauli : Pauli s
  r1_sq : r1 * r1 = 1
  r3_sq : r3 * r3 = 1
  anti : r1 * r3 = -(r3 * r1)
  s_x : ∀ i j, Commute (s i) (x j)
  s_p : ∀ i j, Commute (s i) (p j)
  r1_x : ∀ i, Commute r1 (x i)
  r1_p : ∀ i, Commute r1 (p i)
  r1_s : ∀ i, Commute r1 (s i)
  r3_x : ∀ i, Commute r3 (x i)
  r3_p : ∀ i, Commute r3 (p i)
  r3_s : ∀ i, Commute r3 (s i)
```

With $c=1$ the Hamiltonian is $H=r_1\,s\cdot p+m r_3+V$. The mass $m$ may be any complex number, and no self-adjointness is assumed.

```lean
/-- The Dirac Hamiltonian `r1 s·p + m r3 + V`, with c = 1. -/
def diracH (p s : Fin 3 → A) (r1 r3 : A) (m : ℂ) (V : A) : A :=
  r1 * dot s p + m • r3 + V
```

With $L=x\times p$, define $K=r_3(s\cdot L+1)$. With this sign the ground state of hydrogen, whose upper components have zero orbital angular momentum, has $K=+1$. Where that state is labelled $\kappa=-1$, as is common, $\kappa$ is the eigenvalue of $-K$.

```lean
/-- Dirac's operator `K = r3 (s·L + 1)`, with `L = x × p`. -/
def diracK (x p s : Fin 3 → A) (r3 : A) : A := r3 * (dot s (cross x p) + 1)
```

The total angular momentum is $J=L+s/2$.

```lean
/-- The total angular momentum `J = L + s/2`. -/
def totalJ (x p s : Fin 3 → A) (i : Fin 3) : A := cross x p i + (1 / 2 : ℂ) • s i
```

## Orbital angular momentum

If an operator $c$ (here not the speed of light) commutes with every $a_i$ and $b_j$, it commutes with each product $a_ib_j$, and so with $a\cdot b$ and $a\times b$. In particular $s$, $r_1$ and $r_3$ commute with $L$.

```lean
variable {x p s : Fin 3 → A} {r1 r3 : A}

omit [Algebra ℂ A] in
/-- An operator that commutes with all components of two vectors commutes with their
scalar product and with their vector product. -/
theorem commute_products {c : A} {a b : Fin 3 → A} (ha : ∀ i, Commute c (a i))
    (hb : ∀ i, Commute c (b i)) :
    Commute c (dot a b) ∧ ∀ i, Commute c (cross a b i) := by
  have hm : ∀ i j, Commute c (a i * b j) := fun i j => (ha i).mul_right (hb j)
  refine ⟨((hm 0 0).add_right (hm 1 1)).add_right (hm 2 2), fun i => ?_⟩
  have h3 : ∀ i : Fin 3, i = 0 ∨ i = 1 ∨ i = 2 := by decide
  rcases h3 i with rfl | rfl | rfl
  · exact (hm 1 2).sub_right (hm 2 1)
  · exact (hm 2 0).sub_right (hm 0 2)
  · exact (hm 0 1).sub_right (hm 1 0)
```

The canonical relation gives $p_jx_i=x_ip_j-i\delta_{ij}$, which moves momenta to the right. The versions with a trailing factor `t` apply the same rules inside longer products.

```lean
/-- Reordering rules for canonical `x, p`: a momentum is moved to the right of a position, with or
without a further factor `t` behind them, and two positions or two momenta in front of a factor `t`
are exchanged. -/
theorem Canonical.normal_order (h : Canonical x p) :
    (∀ i j, p j * x i = x i * p j - (if i = j then I else 0) • (1 : A)) ∧
    (∀ i j t, p j * (x i * t) = x i * (p j * t) - (if i = j then I else 0) • t) ∧
    (∀ i j t, x i * (x j * t) = x j * (x i * t)) ∧
    (∀ i j t, p i * (p j * t) = p j * (p i * t)) := by
  have px : ∀ i j, p j * x i = x i * p j - (if i = j then I else 0) • (1 : A) :=
    fun i j => by rw [← h.xp i j]; abel
  refine ⟨px, fun i j t => ?_, fun i j t => ?_, fun i j t => ?_⟩
  · rw [← mul_assoc, px, sub_mul, smul_mul_assoc, one_mul, mul_assoc]
  · rw [← mul_assoc, h.xx, mul_assoc]
  · rw [← mul_assoc, h.pp, mul_assoc]
```

Since the momenta commute, the six terms of
$$L\cdot p=(x_1p_2-x_2p_1)p_0+(x_2p_0-x_0p_2)p_1+(x_0p_1-x_1p_0)p_2$$
cancel in pairs. As $L_i$ does not contain $x_i$, it commutes with $p_i$, so $p\cdot L=L\cdot p=0$. Next,
$$(L\times p+p\times L)_0=[L_1,p_2]-[L_2,p_1]=ip_0-(-ip_0)=2ip_0,$$
$$(L\times L)_0=[x_2p_0-x_0p_2,\;x_0p_1-x_1p_0]=-ix_2p_1+ix_1p_2=iL_0,$$
and the other components follow cyclically. In the proof `simp only` puts every product into normal order and `module` compares coefficients.

```lean
/-- For canonical `x, p` the orbital angular momentum `L = x × p` obeys `L·p = p·L = 0`,
`L × p + p × L = 2i p` and `L × L = i L`. -/
theorem orbital_algebra (h : Canonical x p) :
    dot (cross x p) p = 0 ∧ dot p (cross x p) = 0 ∧
    (∀ i, cross (cross x p) p i + cross p (cross x p) i = (2 * I) • p i) ∧
    ∀ i, cross (cross x p) (cross x p) i = I • cross x p i := by
  have h3 : ∀ i : Fin 3, i = 0 ∨ i = 1 ∨ i = 2 := by decide
  refine ⟨?_, ?_, fun i => ?_, fun i => ?_⟩
  on_goal 4 => rcases h3 i with rfl | rfl | rfl
  on_goal 3 => rcases h3 i with rfl | rfl | rfl
  all_goals
    simp only [dot, cross, mul_sub, sub_mul, mul_assoc, h.normal_order, h.pp,
      mul_smul_comm, Fin.reduceEq, reduceIte, zero_smul, sub_zero]
    module
```

From $[x\cdot x,p_j]=2ix_j$ one finds $[x\cdot x,L_0]=2i(x_1x_2-x_2x_1)=0$, and likewise for the other components. Since $x\cdot x$ also commutes with $s$ and $r_3$, it is an admissible, non-constant $V$.

```lean
/-- For canonical `x, p` the squared radius `x·x` commutes with `L = x × p`. -/
theorem radius_sq_commute (h : Canonical x p) (i : Fin 3) :
    Commute (dot x x) (cross x p i) := by
  have h3 : ∀ i : Fin 3, i = 0 ∨ i = 1 ∨ i = 2 := by decide
  rcases h3 i with rfl | rfl | rfl <;>
    simp only [Commute, SemiconjBy, dot, cross, mul_add, add_mul, mul_sub, sub_mul,
      mul_assoc, h.normal_order, h.xx, mul_smul_comm, smul_mul_assoc, Fin.reduceEq,
      reduceIte, zero_smul, sub_zero, mul_one] <;> module
```

## The sign change between spin-orbit term and momentum

If $a$ commutes with $s$, then $(s\cdot a)(s\cdot b)=\sum_{ij}s_is_ja_ib_j$. The diagonal terms give $a\cdot b$. The pair 0, 1 gives $is_2(a_0b_1-a_1b_0)$, and the other pairs follow cyclically:
$$(s\cdot a)(s\cdot b)=a\cdot b+i\,s\cdot(a\times b).$$
The lemma moves each $a_j$ past the Pauli elements (`move`) and then applies the multiplication table (`tail`).

```lean
/-- The Pauli product formula `(s·a)(s·b) = a·b + i s·(a × b)`, for `a` commuting with the
Pauli elements `s`. -/
theorem pauli_mul (hs : Pauli s) {a : Fin 3 → A} (ha : ∀ i j, Commute (s i) (a j))
    (b : Fin 3 → A) : dot s a * dot s b = dot a b + I • dot s (cross a b) := by
  have tail : ∀ {u v w : A}, u * v = w → ∀ t, u * (v * t) = w * t :=
    fun h t => by rw [← mul_assoc, h]
  have move : ∀ i j t, a j * (s i * t) = s i * (a j * t) :=
    fun i j t => by rw [← mul_assoc, ← (ha i j).eq, mul_assoc]
  simp only [dot, cross, mul_add, add_mul, mul_sub, mul_assoc, move, tail (hs.sq 0),
    tail (hs.sq 1), tail (hs.sq 2), tail hs.xy, tail hs.yz, tail hs.zx, tail hs.yx,
    tail hs.zy, tail hs.xz, smul_mul_assoc, one_mul]
  module
```

Use this formula for $(L,p)$ and for $(p,L)$ and add. The scalar products vanish, so
$$(s\cdot L)(s\cdot p)+(s\cdot p)(s\cdot L)=i\,s\cdot(L\times p+p\times L)=-2\,s\cdot p.$$
The 1 in $s\cdot L+1$ adds $s\cdot p$ to each of the two products, $+2\,s\cdot p$ in all, hence $s\cdot L+1$ anticommutes with $s\cdot p$. The equation `e'` is the right-hand equality above.

```lean
/-- In a Dirac system `s·L + 1` anticommutes with `s·p`. -/
theorem spin_orbit_anticommute (h : DiracSystem x p s r1 r3) :
    (dot s (cross x p) + 1) * dot s p = -(dot s p * (dot s (cross x p) + 1)) := by
  obtain ⟨hLp, hpL, hc, -⟩ := orbital_algebra h.canonical
  have h1 := pauli_mul h.pauli (fun i => (commute_products (h.s_x i) (h.s_p i)).2) p
  have h2 := pauli_mul h.pauli h.s_p (cross x p)
  -- the scalar products of `s` with the two vector products add up to a multiple of `s·p`
  have e : dot s (cross (cross x p) p) + dot s (cross p (cross x p))
      = (2 * I) • dot s p := by
    calc _ = dot s (fun i => cross (cross x p) p i + cross p (cross x p) i) := by
          simp only [dot, mul_add]; abel
      _ = _ := by simp only [hc, dot, mul_smul_comm, smul_add]
  have e' : I • dot s (cross (cross x p) p) + I • dot s (cross p (cross x p))
      = (-2 : ℂ) • dot s p := by
    rw [← smul_add, e, smul_smul,
      show I * (2 * I) = -2 by linear_combination 2 * Complex.I_sq]
  rw [add_mul, mul_add, h1, h2, hLp, hpL, one_mul, mul_one]
  linear_combination (norm := module) e'
```

## K is conserved

Write $D=s\cdot L+1$ and $P=s\cdot p$. Then
$$r_3D\,r_1P=r_3r_1\,DP=(-r_1r_3)(-PD)=r_1P\,r_3D.$$
The mass term commutes with $K$ because $r_3$ commutes with $D$. The potential commutes with both $r_3$ and $D$. The hypotheses on $V$ say that it does not mix upper and lower components, is independent of spin and is rotationally symmetric. A Coulomb potential qualifies if the algebra contains $1/r$ and these three relations are supplied for it. In the code `kin` is the displayed chain and `mass` the second term.

```lean
/-- In a Dirac system `K` commutes with `H = r1 s·p + m r3 + V` whenever `V` commutes with
`r3`, with the Pauli elements and with the orbital angular momentum. -/
theorem diracK_commute_diracH (h : DiracSystem x p s r1 r3) (m : ℂ) {V : A}
    (hVr : Commute V r3) (hVs : ∀ i, Commute V (s i))
    (hVL : ∀ i, Commute V (cross x p i)) :
    Commute (diracK x p s r3) (diracH p s r1 r3 m V) := by
  have h1 := (commute_products h.r1_s (commute_products h.r1_x h.r1_p).2).1.add_right
    (Commute.one_right r1)
  have h3 := (commute_products h.r3_s (commute_products h.r3_x h.r3_p).2).1.add_right
    (Commute.one_right r3)
  have hV := (commute_products hVs hVL).1.add_right (Commute.one_right V)
  have hP := (commute_products h.r3_s h.r3_p).1
  have hD := spin_orbit_anticommute h
  unfold diracK diracH
  generalize dot s (cross x p) + 1 = D at h1 h3 hV hD ⊢
  generalize dot s p = P at hP hD ⊢
  -- two sign changes compensate in the kinetic term
  have kin : Commute (r3 * D) (r1 * P) := by
    calc r3 * D * (r1 * P) = r3 * (D * r1) * P := by simp only [mul_assoc]
      _ = r3 * r1 * (D * P) := by rw [← h1.eq]; simp only [mul_assoc]
      _ = r1 * r3 * (P * D) := by rw [hD, h.anti, mul_neg, neg_mul]
      _ = r1 * (r3 * P) * D := by simp only [mul_assoc]
      _ = r1 * P * (r3 * D) := by rw [hP.eq]; simp only [mul_assoc]
  have mass : Commute (r3 * D) (m • r3) :=
    ((Commute.refl r3).mul_left h3.symm).smul_right m
  exact (kin.add_right mass).add_right (hVr.mul_right hV).symm
```

## The square of K

Since $r_3$ commutes with $D$ and $r_3^2=1$, $K^2=D^2=(s\cdot L)^2+2\,s\cdot L+1$. The product formula with $L\times L=iL$ gives $(s\cdot L)^2=L^2-s\cdot L$, so
$$K^2=L^2+s\cdot L+1.$$
On the other side $J^2=L^2+s\cdot L+\tfrac34$, because $s_i^2=1$ for three components; this is `hJ`. The difference is $\tfrac14$. On a state with $J^2=j(j+1)$ this means $K^2=(j+\tfrac12)^2$, the familiar $\kappa=\pm(j+\tfrac12)$.

```lean
/-- In a Dirac system `K² = J² + 1/4`, with `J = L + s/2`. -/
theorem diracK_sq (h : DiracSystem x p s r1 r3) :
    diracK x p s r3 ^ 2 = dot (totalJ x p s) (totalJ x p s) + (1 / 4 : ℂ) • (1 : A) := by
  have hsL := fun i => (commute_products (h.s_x i) (h.s_p i)).2
  have h3 := (commute_products h.r3_s (commute_products h.r3_x h.r3_p).2).1.add_right
    (Commute.one_right r3)
  have e : dot s (cross (cross x p) (cross x p)) = I • dot s (cross x p) := by
    simp only [dot, (orbital_algebra h.canonical).2.2.2, mul_smul_comm, smul_add]
  have hq := pauli_mul h.pauli hsL (cross x p)
  rw [e, smul_smul, Complex.I_mul_I] at hq
  have hJ : dot (totalJ x p s) (totalJ x p s)
      = dot (cross x p) (cross x p) + dot s (cross x p) + (3 / 4 : ℂ) • (1 : A) := by
    simp only [dot, totalJ, mul_add, add_mul, smul_mul_assoc, mul_smul_comm,
      h.pauli.sq, fun i j => (hsL i j).eq]
    module
  rw [diracK, h3.mul_pow, pow_two r3, h.r3_sq, one_mul, pow_two, add_mul, mul_add, hq, hJ,
    one_mul, mul_one]
  module
```

## The free Hamiltonian squared

For $V=0$, $p\times p=0$ gives $(r_1P)^2=P^2=p^2$ (`k1`). The cross terms cancel, since $r_1Pr_3=r_1r_3P=-r_3r_1P$ (`k2`). With $(mr_3)^2=m^2$ this leaves $H^2=p^2+m^2$.

```lean
/-- In a Dirac system the free Hamiltonian obeys `H² = p² + m²`. -/
theorem free_diracH_sq (h : DiracSystem x p s r1 r3) (m : ℂ) :
    diracH p s r1 r3 m 0 ^ 2 = dot p p + m ^ 2 • (1 : A) := by
  have h1 := (commute_products h.r1_s h.r1_p).1
  have h3 := (commute_products h.r3_s h.r3_p).1
  have hP : dot s p * dot s p = dot p p := by
    rw [pauli_mul h.pauli h.s_p p]
    simp [dot, cross, h.canonical.pp 1 0, h.canonical.pp 2 0, h.canonical.pp 2 1]
  have k1 : r1 * dot s p * (r1 * dot s p) = dot p p := by
    rw [← pow_two, h1.mul_pow, pow_two, h.r1_sq, one_mul, pow_two, hP]
  have k2 : r1 * dot s p * r3 = -(r3 * (r1 * dot s p)) := by
    rw [mul_assoc, ← h3.eq, ← mul_assoc, h.anti, neg_mul, mul_assoc]
  rw [diracH, add_zero, pow_two, add_mul, mul_add, mul_add, k1]
  simp only [smul_mul_assoc, mul_smul_comm, k2, h.r3_sq]
  module
```

## A concrete system on polynomials

The assumptions are realised by operators on complex polynomials in three variables. Position multiplies by a coordinate.

```lean
/-- Multiplication of polynomials by a coordinate. -/
def posOp (i : Fin 3) : Module.End ℂ (MvPolynomial (Fin 3) ℂ) :=
  LinearMap.mulLeft ℂ (MvPolynomial.X i)
```

Momentum is $p_j=-i\partial_j$.

```lean
/-- The momentum `-i ∂` on polynomials. -/
def momOp (i : Fin 3) : Module.End ℂ (MvPolynomial (Fin 3) ℂ) :=
  (-I) • (MvPolynomial.pderiv i).toLinearMap
```

Spin uses the ordinary Pauli matrices.

```lean
/-- The three Pauli matrices. -/
def pauliM : Fin 3 → Matrix (Fin 2) (Fin 2) ℂ
  | 0 => !![0, 1; 1, 0]
  | 1 => !![0, -I; I, 0]
  | 2 => !![1, 0; 0, -1]
```

The product rule gives $[x_i,p_j]f=-ix_i\partial_jf+i\partial_j(x_if)=i\delta_{ij}f$. One set of Pauli matrices serves as $s$; matrices 0 and 2 of a second, independent set serve as $r_1$ and $r_3$. Operators on different tensor factors commute. The proof checks the matrices entry by entry (`hs`) and the canonical relations on an arbitrary polynomial (`hc`), then carries both to the tensor product. This is a purely algebraic model: it has no inner product, and self-adjointness and the physical spectrum of $H$ are not treated.

```lean
/-- Position and momentum on polynomials, tensored with two independent sets of Pauli
matrices, form a Dirac system. -/
theorem diracSystem_witness :
    DiracSystem (fun i => posOp i ⊗ₜ[ℂ] (1 : Matrix (Fin 2) (Fin 2) ℂ ⊗[ℂ]
        Matrix (Fin 2) (Fin 2) ℂ))
      (fun i => momOp i ⊗ₜ 1) (fun i => 1 ⊗ₜ (pauliM i ⊗ₜ 1))
      (1 ⊗ₜ (1 ⊗ₜ pauliM 0)) (1 ⊗ₜ (1 ⊗ₜ pauliM 2)) := by
  have hs : Pauli pauliM := by
    refine ⟨fun k => ?_, ?_, ?_, ?_, ?_, ?_, ?_⟩
    on_goal 1 => fin_cases k
    all_goals
      ext i j
      fin_cases i <;> fin_cases j <;> simp [pauliM, Matrix.mul_apply, Fin.sum_univ_succ]
  have hc : Canonical posOp momOp := by
    refine ⟨fun i j => ?_, fun i j => ?_, fun i j => ?_⟩ <;> refine LinearMap.ext fun f => ?_
    · exact mul_left_comm _ _ _
    · -- partial derivatives commute, as they do on the coordinates
      have h0 : ⁅MvPolynomial.pderiv (R := ℂ) i, MvPolynomial.pderiv (R := ℂ) j⁆ = 0 := by
        refine MvPolynomial.derivation_ext fun k => ?_
        rw [Derivation.commutator_apply, MvPolynomial.pderiv_X, MvPolynomial.pderiv_X,
          Pi.single_apply, Pi.single_apply]
        split_ifs <;> simp
      have hf := DFunLike.congr_fun h0 f
      rw [Derivation.commutator_apply, Derivation.zero_apply, sub_eq_zero] at hf
      change (-I) • MvPolynomial.pderiv i ((-I) • MvPolynomial.pderiv j f)
        = (-I) • MvPolynomial.pderiv j ((-I) • MvPolynomial.pderiv i f)
      rw [Derivation.map_smul, Derivation.map_smul, hf]
    · change MvPolynomial.X i * ((-I) • MvPolynomial.pderiv j f)
        - (-I) • MvPolynomial.pderiv j (MvPolynomial.X i * f) = (if i = j then I else 0) • f
      rw [Derivation.leibniz, smul_eq_mul, smul_eq_mul, mul_smul_comm]
      rcases eq_or_ne i j with rfl | hij
      · rw [MvPolynomial.pderiv_X_self, mul_one, if_pos rfl]
        module
      · rw [MvPolynomial.pderiv_X_of_ne hij, mul_zero, if_neg hij]
        module
  have ha : pauliM 0 * pauliM 2 = -(pauliM 2 * pauliM 0) := by
    rw [hs.xz, hs.zx, neg_smul]
  constructor
  on_goal 2 => constructor
  on_goal 1 => constructor
  case anti =>
    simp only [Algebra.TensorProduct.tmul_mul_tmul, one_mul, ha, TensorProduct.tmul_neg]
  all_goals
    intros
    simp only [Commute, SemiconjBy, Algebra.TensorProduct.tmul_mul_tmul, one_mul, mul_one,
      hs.sq, hs.xy, hs.yz, hs.zx, hs.yx, hs.zy, hs.xz, hc.xp, hc.xx, hc.pp,
      ← TensorProduct.sub_tmul, TensorProduct.tmul_smul, ← TensorProduct.smul_tmul',
      Algebra.TensorProduct.one_def]

end

end DiracSpinOrbit
```

```lean
#print axioms DiracSpinOrbit.radius_sq_commute
-- 'DiracSpinOrbit.radius_sq_commute' depends on axioms: [propext, Classical.choice, Quot.sound]
#print axioms DiracSpinOrbit.diracK_commute_diracH
-- 'DiracSpinOrbit.diracK_commute_diracH' depends on axioms: [propext, Classical.choice, Quot.sound]
#print axioms DiracSpinOrbit.diracK_sq
-- 'DiracSpinOrbit.diracK_sq' depends on axioms: [propext, Classical.choice, Quot.sound]
#print axioms DiracSpinOrbit.free_diracH_sq
-- 'DiracSpinOrbit.free_diracH_sq' depends on axioms: [propext, Classical.choice, Quot.sound]
```
